# The triangle inequality for the overlap distance between pure states

A wavefunction a, computed in a large basis, is replaced by a smaller expansion b, and b is later replaced by a still cheaper c. The overlaps of a with b and of b with c are known, but that of a with c was never computed. How far can c be from a?

All three are unit vectors in one complex inner-product space, and ⟨a,b⟩ denotes their inner product, linear in the second argument. As the measure of distance take

d(a,b) = √(1 − |⟨a,b⟩|²).

This is 0 for equal states and 1 for orthogonal ones. It is the closed form of the trace distance between pure states, which is the largest difference that the two states can show in the probability of any measurement outcome. The step from the density operators and their trace norm to this formula is taken from quantum theory here; the Lean code starts from the formula.

In the code, `E` is the state space, of any dimension and not necessarily complete, `inner ℂ a b` is ⟨a,b⟩, and `pureDist a b` is d(a,b). Normalisation enters as hypotheses such as `‖a‖ = 1`. For coefficient vectors in a non-orthogonal basis, both the norm and the inner product must be formed with the overlap matrix. Mixed states are not treated.

```lean
import Mathlib

noncomputable section

namespace PureStateDistance

variable {E : Type*} [NormedAddCommGroup E] [InnerProductSpace ℂ E]

/-- The distance `√(1 - |⟨a,b⟩|²)` between the pure states given by unit vectors `a` and `b`. -/
def pureDist (a b : E) : ℝ := √(1 - ‖inner ℂ a b‖ ^ 2)
```

## (a) Symmetry

Show that the order of the two states does not matter:

d(a,b) = d(b,a).

Exchanging the arguments of an inner product conjugates it, ⟨a,b⟩ = ⟨b,a⟩*, and a complex number has the same modulus as its conjugate. The two rewrites in the code are these two facts. Normalisation is not used, and the theorem does not assume it.

```lean
/-- The distance between two pure states does not depend on their order. -/
theorem pureDist_comm (a b : E) : pureDist a b = pureDist b a := by
  unfold pureDist
  rw [← inner_conj_symm a b, RCLike.norm_conj]
```

## (b) The error of a one-state approximation

Approximate a by a multiple z c, with z any complex number. Show that the squared error is

‖a − z c‖² = 1 − |⟨a,c⟩|² + |z − ⟨c,a⟩|².

Write w = ⟨a,c⟩, so that ⟨c,a⟩ = w*. Since a and c have norm one, expanding the left side gives

‖a − z c‖² = 1 − 2 Re(z w) + |z|².

The last term on the right side is

|z − w*|² = |z|² − 2 Re(z w) + |w|².

Adding 1 − |w|² to this reproduces the left side.

The code expands the norm with `norm_sub_sq`, names the overlap `w` with `generalize`, and writes everything in real and imaginary parts. `ring` then confirms the remaining identity.

```lean
/-- For unit vectors `a` and `c`, the squared error of approximating `a` by `z c` is
`1 - |⟨a,c⟩|²` plus the squared deviation of `z` from the overlap `⟨c,a⟩`. -/
theorem norm_sub_smul_sq {a c : E} (ha : ‖a‖ = 1) (hc : ‖c‖ = 1) (z : ℂ) :
    ‖a - z • c‖ ^ 2 = 1 - ‖inner ℂ a c‖ ^ 2 + ‖z - inner ℂ c a‖ ^ 2 := by
  rw [@norm_sub_sq ℂ, inner_smul_right, norm_smul, ha, hc, ← inner_conj_symm c a]
  generalize inner ℂ a c = w
  -- what remains is an identity between two complex numbers
  simp only [mul_one, RCLike.re_eq_complex_re, Complex.sq_norm, Complex.normSq_apply,
    Complex.mul_re, Complex.sub_re, Complex.sub_im, Complex.conj_re, Complex.conj_im]
  ring
```

## (c) A lower bound on the error

Show that no choice of z brings z c closer to a than d(a,c):

d(a,c) ≤ ‖a − z c‖ for every complex z.

The last term in (b) is a square, hence non-negative. Dropping it leaves 1 − |⟨a,c⟩|² ≤ ‖a − z c‖², and taking the square root gives the bound. `Real.sqrt_le_iff` turns the claim about the root into this claim about squares.

```lean
/-- For unit vectors `a` and `c`, no multiple of `c` is closer to `a` than `pureDist a c`. -/
theorem pureDist_le_norm_sub {a c : E} (ha : ‖a‖ = 1) (hc : ‖c‖ = 1) (z : ℂ) :
    pureDist a c ≤ ‖a - z • c‖ := by
  refine Real.sqrt_le_iff.mpr ⟨norm_nonneg _, ?_⟩
  rw [norm_sub_smul_sq ha hc z]
  linarith [sq_nonneg ‖z - inner ℂ c a‖]
```

## (d) The distance as the norm of a residual

Show that the bound is attained by the projection of a onto c:

d(a,c) = ‖a − ⟨c,a⟩ c‖.

Put z = ⟨c,a⟩ in (b). The last term vanishes, so ‖a − ⟨c,a⟩ c‖² = 1 − |⟨a,c⟩|². Both sides of the claim are non-negative, and the square root finishes the argument. Thus d(a,c) is the ordinary distance from the vector a to the complex line through c. In the code, `h` is (b) at this z and `h'` is the simplified equation.

```lean
/-- For unit vectors `a` and `c`, `pureDist a c` is the norm of what is left of `a` after its
projection onto `c` is removed. -/
theorem pureDist_eq_norm_residual {a c : E} (ha : ‖a‖ = 1) (hc : ‖c‖ = 1) :
    pureDist a c = ‖a - (inner ℂ c a : ℂ) • c‖ := by
  have h := norm_sub_smul_sq ha hc (inner ℂ c a)
  have h' : 1 - ‖inner ℂ a c‖ ^ 2 = ‖a - (inner ℂ c a : ℂ) • c‖ ^ 2 := by
    rw [h, sub_self, norm_zero]
    ring
  rw [pureDist, h', Real.sqrt_sq (norm_nonneg _)]
```

## (e) States at distance zero

Show that the distance vanishes only between vectors that describe the same physical state:

d(a,b) = 0 exactly when a = z b for some complex z with |z| = 1.

If d(a,b) = 0, the residual in (d) is the zero vector, so a = ⟨b,a⟩ b. Taking norms gives |⟨b,a⟩| = 1, and the overlap itself is the phase factor. Conversely, if a = z b, then (c) gives d(a,b) ≤ ‖a − z b‖ = 0, and a square root is never negative. The two bullets in the code are these two directions.

```lean
/-- Two unit vectors have distance zero exactly when they differ by a phase factor. -/
theorem pureDist_eq_zero_iff {a b : E} (ha : ‖a‖ = 1) (hb : ‖b‖ = 1) :
    pureDist a b = 0 ↔ ∃ z : ℂ, ‖z‖ = 1 ∧ a = z • b := by
  constructor
  · intro h
    rw [pureDist_eq_norm_residual ha hb, norm_eq_zero, sub_eq_zero] at h
    have hn := congrArg norm h
    rw [norm_smul, ha, hb, mul_one] at hn
    exact ⟨inner ℂ b a, hn.symm, h⟩
  · rintro ⟨z, -, h⟩
    have hle := pureDist_le_norm_sub ha hb z
    rw [← h, sub_self, norm_zero] at hle
    exact le_antisymm hle (Real.sqrt_nonneg _)
```

## (f) Two replacements in succession

Now bring in the intermediate state b. Show that

d(a,c) ≤ d(a,b) + |⟨a,b⟩| d(b,c).

Project a onto b, and then project the result onto c. The residuals of the single projections are

r = a − ⟨b,a⟩ b,  s = b − ⟨c,b⟩ c.

When r + ⟨b,a⟩ s is multiplied out, the terms in b cancel:

a − ⟨b,a⟩⟨c,b⟩ c = r + ⟨b,a⟩ s.

By (c) with z = ⟨b,a⟩⟨c,b⟩, the norm of the left side is at least d(a,c). By the triangle inequality for vectors, the norm of the right side is at most ‖r‖ + |⟨b,a⟩| ‖s‖. Part (d) identifies ‖r‖ = d(a,b) and ‖s‖ = d(b,c), and |⟨b,a⟩| = |⟨a,b⟩|.

In the code, `hsplit` is the vector identity, checked by `module`; `h1` is the lower bound and `h2` the upper one.

```lean
/-- For unit vectors, the second step of the triangle inequality may be weighted by the overlap
of the first: `d(a,c) ≤ d(a,b) + |⟨a,b⟩| d(b,c)`. -/
theorem pureDist_triangle_weighted {a b c : E} (ha : ‖a‖ = 1) (hb : ‖b‖ = 1) (hc : ‖c‖ = 1) :
    pureDist a c ≤ pureDist a b + ‖inner ℂ a b‖ * pureDist b c := by
  have hsym : ‖inner ℂ a b‖ = ‖inner ℂ b a‖ := by
    rw [← inner_conj_symm a b, RCLike.norm_conj]
  -- project `a` onto `b`, then the result onto `c`, and add up the residuals
  have hsplit : a - ((inner ℂ b a : ℂ) * (inner ℂ c b : ℂ)) • c
      = (a - (inner ℂ b a : ℂ) • b)
        + (inner ℂ b a : ℂ) • (b - (inner ℂ c b : ℂ) • c) := by
    module
  have h1 := pureDist_le_norm_sub ha hc ((inner ℂ b a : ℂ) * (inner ℂ c b : ℂ))
  rw [hsplit] at h1
  have h2 := norm_add_le (a - (inner ℂ b a : ℂ) • b)
    ((inner ℂ b a : ℂ) • (b - (inner ℂ c b : ℂ) • c))
  rw [norm_smul, ← pureDist_eq_norm_residual ha hb, ← pureDist_eq_norm_residual hb hc,
    ← hsym] at h2
  exact h1.trans h2
```

## (g) The triangle inequality

Deduce an upper bound on the distance asked for in the opening question:

d(a,c) ≤ d(a,b) + d(b,c).

The Cauchy–Schwarz inequality gives |⟨a,b⟩| ≤ 1 for unit vectors. Since d(b,c) ≥ 0, the weight in (f) can be replaced by 1. These facts are `hov` and `hd`, and `linarith` combines them with (f).

For the wavefunctions of the opening, the two known overlaps therefore bound the distance of c from a, provided that all three are normalised pure states.

```lean
/-- Triangle inequality for pure states: for unit vectors `a`, `b`, `c`,
`√(1 - |⟨a,c⟩|²) ≤ √(1 - |⟨a,b⟩|²) + √(1 - |⟨b,c⟩|²)`. -/
theorem pureDist_triangle {a b c : E} (ha : ‖a‖ = 1) (hb : ‖b‖ = 1) (hc : ‖c‖ = 1) :
    pureDist a c ≤ pureDist a b + pureDist b c := by
  have hov : ‖inner ℂ a b‖ ≤ 1 := by
    simpa [ha, hb] using norm_inner_le_norm (𝕜 := ℂ) a b
  have hd : 0 ≤ pureDist b c := Real.sqrt_nonneg _
  have hw := pureDist_triangle_weighted ha hb hc
  have hm := mul_le_mul_of_nonneg_right hov hd
  linarith
```

## (h) When the bound is sharp

Show that an intermediate state saturates the inequality only if it coincides, up to a phase, with one of the end states:

d(a,c) = d(a,b) + d(b,c) exactly when d(a,b) = 0 or d(b,c) = 0.

Assume equality and d(b,c) > 0. Then (f) gives

d(a,b) + d(b,c) ≤ d(a,b) + |⟨a,b⟩| d(b,c),

so |⟨a,b⟩| ≥ 1. With Cauchy–Schwarz, |⟨a,b⟩| = 1, and therefore d(a,b) = 0.

For the converse, let d(a,b) = 0. Then (g) gives d(a,c) ≤ d(b,c), and (g) for the order b, a, c gives d(b,c) ≤ d(a,c). Hence d(a,c) = d(b,c), which is the required equality. The case d(b,c) = 0 is the same with the order a, c, b. The code follows these cases, using (a) to exchange arguments.

The limit of small steps shows how close to equality one can come. Take real qubit states at angles 0, θ and 2θ from a fixed basis vector, with 0 < θ < π/4. The distances are sin θ, sin θ and sin 2θ, and the inequality misses equality by

2 sin θ − sin 2θ = 2 sin θ (1 − cos θ) ≈ θ³.

The gap is positive, but for small θ it is much smaller than the steps themselves.

```lean
/-- For unit vectors, equality holds in the triangle inequality exactly when the intermediate
state `b` has distance zero from `a` or from `c`. -/
theorem pureDist_triangle_eq_iff {a b c : E} (ha : ‖a‖ = 1) (hb : ‖b‖ = 1) (hc : ‖c‖ = 1) :
    pureDist a c = pureDist a b + pureDist b c ↔ pureDist a b = 0 ∨ pureDist b c = 0 := by
  constructor
  · intro h
    by_cases hbc : pureDist b c = 0
    · exact Or.inr hbc
    · left
      have hpos : 0 < pureDist b c := lt_of_le_of_ne (Real.sqrt_nonneg _) (Ne.symm hbc)
      have hw := pureDist_triangle_weighted ha hb hc
      -- the weight in the sharper inequality has to be one
      have hge : 1 ≤ ‖inner ℂ a b‖ := le_of_mul_le_mul_right (by linarith) hpos
      have hle : ‖inner ℂ a b‖ ≤ 1 := by
        simpa [ha, hb] using norm_inner_le_norm (𝕜 := ℂ) a b
      have hone : ‖inner ℂ a b‖ = 1 := le_antisymm hle hge
      rw [pureDist, hone, one_pow, sub_self, Real.sqrt_zero]
  · intro h
    have h1 := pureDist_triangle ha hb hc
    rcases h with h | h
    · have h2 := pureDist_triangle hb ha hc
      rw [pureDist_comm b a] at h2
      linarith
    · have h2 := pureDist_triangle ha hc hb
      rw [pureDist_comm c b] at h2
      linarith
```

## (i) Many steps

Let ψ₀, ψ₁, ψ₂, … be unit vectors, for instance the stored states of a simulation. Show that for every n

d(ψ₀,ψₙ) ≤ d(ψ₀,ψ₁) + d(ψ₁,ψ₂) + … + d(ψₙ₋₁,ψₙ).

Use induction on n. For n = 0 the sum is empty, and d(ψ₀,ψ₀) = 0 by (e) with phase factor 1. If the bound holds for n, then (g) applied to ψ₀, ψₙ, ψₙ₊₁ adds the one further term d(ψₙ,ψₙ₊₁).

In the code, `ψ k` is ψₖ, and `Finset.range n` lets k run from 0 to n − 1. Nothing is assumed about how one state arises from the previous one, except that each is normalised. In a pure-state simulation the distance between the first and the last state is thus bounded by the sum of the distances covered in the single steps; this says nothing about the error relative to the exact evolution. Since d never exceeds 1, the bound carries information only while that sum is below 1.

```lean
/-- Along a sequence of unit vectors, the distance between the initial state and the state after
`n` steps is at most the sum of the distances covered in the single steps. -/
theorem pureDist_chain (ψ : ℕ → E) (hψ : ∀ k, ‖ψ k‖ = 1) (n : ℕ) :
    pureDist (ψ 0) (ψ n) ≤ ∑ k ∈ Finset.range n, pureDist (ψ k) (ψ (k + 1)) := by
  induction n with
  | zero =>
    have h0 : pureDist (ψ 0) (ψ 0) = 0 :=
      (pureDist_eq_zero_iff (hψ 0) (hψ 0)).2 ⟨1, norm_one, (one_smul ℂ (ψ 0)).symm⟩
    rw [Finset.sum_range_zero, h0]
  | succ n ih =>
    rw [Finset.sum_range_succ]
    linarith [pureDist_triangle (hψ 0) (hψ n) (hψ (n + 1))]

end PureStateDistance
```

```lean
#print axioms PureStateDistance.pureDist_triangle_eq_iff
#print axioms PureStateDistance.pureDist_chain
```

```
'PureStateDistance.pureDist_triangle_eq_iff' depends on axioms: [propext, Classical.choice, Quot.sound]
'PureStateDistance.pureDist_chain' depends on axioms: [propext, Classical.choice, Quot.sound]
```
